# Operators on two qudits that commute with every U⊗U: combinations of the identity and the swap

## Physical setting

Take two spins ½ and rotate both by the same rotation. Which interactions between them look the same in every rotated frame? A constant does, and so does the isotropic exchange coupling S₁·S₂. The question here is which operators stay the same when each system has d levels and the rotation is replaced by an arbitrary common unitary change of basis U.

Let |i⟩ be the basis states of one system and |ij⟩ those of the pair. The swap F acts by F|ij⟩ = |ji⟩. For two spins ½, with spin measured in units of ħ, F = ½·1 + 2 S₁·S₂, so the exchange coupling is itself a combination of the identity and the swap. An operator M on the pair has entries M(ij,kl) = ⟨ij|M|kl⟩.

## Statement

M commutes with U⊗U for every unitary d×d matrix U if and only if there are complex numbers a and b with

M = a·1 + b·F.

Such an M satisfies the following identity, through which two traces determine it when d ≥ 2 (for d ≤ 1 both sides vanish):

d(d²−1) M = (d tr M − tr(MF)) 1 + (d tr(MF) − tr M) F.

For example, a density matrix of two finite-dimensional qudits with d ≥ 2 that is invariant under all U⊗U is fixed by the single number tr(ρF).

This is Schur-Weyl duality at the level of the commutant and for two copies. Only this half of the duality is proved: the converse (that the operators commuting with F are spanned by the U⊗U), more copies, and the decomposition into irreducible representations are not treated.

## Derivation

**Sufficiency.** For any A and B, F(A⊗B) = (B⊗A)F. With A = B = U, F commutes with U⊗U, and hence so does a·1 + b·F.

**From unitaries to projectors.** Let M commute with every U⊗U, and write G(A) = A⊗1 + 1⊗A. For an orthogonal projector P and |z| = 1, set w = z − 1 and U = 1 + wP. Then

UU† = 1 + (w + w* + |w|²)P = 1 + (|z|² − 1)P = 1,

U⊗U = 1 + w G(P) + w² P⊗P.

The choices z = −1 and z = i give

−2[M, G(P)] + 4[M, P⊗P] = 0,

(i−1)[M, G(P)] − 2i[M, P⊗P] = 0.

The first yields [M, P⊗P] = ½[M, G(P)]. The second then becomes −[M, G(P)] = 0.

**From projectors to transitions.** Let E_pq = |p⟩⟨q|. Each E_pp is a projector, so M commutes with G(E_pp). For p ≠ q and |c| = 1, the projector on (|p⟩ + c|q⟩)/√2 is

½(E_pp + E_qq + c* E_pq + c E_qp).

Put R = [M, G(E_pq)] and T = [M, G(E_qp)]. Since G is linear, c*R + cT = 0. Taking c = 1 gives R + T = 0, and c = i gives R = T. Hence R = 0.

**Entries.** Taking the (ij,kl) entry of M G(E_pq) = G(E_pq) M gives

δ_qk M(ij,pl) + δ_ql M(ij,kp) = δ_pi M(qj,kl) + δ_pj M(iq,kl).

For p = q this conserves the occupation of level q:

(δ_qk + δ_ql) M(ij,kl) = (δ_qi + δ_qj) M(ij,kl).

Suppose (k,l) is neither (i,j) nor (j,i). If i = k, then j ≠ l, and q = l gives M(ij,kl) = 0. If i = l, then j ≠ k, and q = k does the same. If i is neither k nor l, q = i gives 0 = (1 + δ_ij) M(ij,kl). The entry vanishes in every case.

**Constants.** Write C_i = M(ii,ii) and, for i ≠ j, D_ij = M(ij,ij) and X_ij = M(ij,ji). The entry relation with p = i and q = j gives

D_ij + X_ij = C_j (row ij, column jj),

D_ji + X_ji = C_j (row ji, column jj),

C_i = D_ji + X_ij (row ii, column ji).

Exchanging i and j in the first relation and comparing with the second gives C_i = C_j = C. The first and the third then read D_ij + X_ij = C = D_ji + X_ij, so D_ij = D_ji. Finally, row ij and column qj with p = i give D_ij = D_qj whenever i and q both differ from j. So either index of D can be changed, and D_ij = a throughout. Then X_ij = C − a = b, and C = a + b. These are exactly the entries of a·1 + b·F.

If d = 1 there are no pairs i ≠ j, and 1 = F; any a and b with a + b = C will do. If d = 0 there is nothing to check.

**Traces.** Since tr 1 = d², tr F = d and F² = 1,

tr M = a d² + b d,

tr(MF) = a d + b d².

Therefore d tr M − tr(MF) = d(d²−1)a and d tr(MF) − tr M = d(d²−1)b, which is the trace formula. For d ≥ 2 one may divide by d(d²−1).

## What the formal version assumes

The levels are the elements of a finite type `n`, and d is `Fintype.card n`. An operator on the pair is a complex matrix indexed by `n × n`, so M(ij,kl) is `M (i, j) (k, l)`, with the row first. The product `⊗ₖ` is the Kronecker product, `swapOp n` is F, `collective A` is G(A), and `Matrix.single p q 1` is E_pq.

`CollectivelyInvariant M` says that M commutes with `U ⊗ₖ U` for every U in `Matrix.unitaryGroup n ℂ`. `schurWeyl_two_copies` is the equivalence and `invariant_from_traces` the trace formula. M need not be Hermitian, and the pair space is the full tensor product, with no symmetrisation for identical particles.

The invariance must hold for all unitaries. Spin rotations alone are a weaker requirement when d > 2: for two spins 1, S₁·S₂ is rotation invariant but is not of the form a·1 + b·F. Infinite-dimensional systems are not covered.

In Lean 4 with Mathlib:

```lean
import Mathlib

open Matrix
open scoped Kronecker

namespace TwoCopySchurWeyl

noncomputable section

variable {n : Type*} [Fintype n] [DecidableEq n]

/-- The swap operator F, which exchanges the states of two identical systems. -/
def swapOp (n : Type*) [DecidableEq n] : Matrix (n × n) (n × n) ℂ :=
  Matrix.of fun x y => if x.swap = y then 1 else 0

/-- The collective operator A⊗1 + 1⊗A, the sum of a one-body operator over both systems. -/
def collective (A : Matrix n n ℂ) : Matrix (n × n) (n × n) ℂ :=
  A ⊗ₖ (1 : Matrix n n ℂ) + (1 : Matrix n n ℂ) ⊗ₖ A

/-- A two-body operator is collectively invariant if it commutes with U⊗U for every unitary U. -/
def CollectivelyInvariant (M : Matrix (n × n) (n × n) ℂ) : Prop :=
  ∀ U ∈ Matrix.unitaryGroup n ℂ, M * (U ⊗ₖ U) = (U ⊗ₖ U) * M

/-- Moving the swap through a product operator exchanges its two factors. -/
theorem swapOp_mul_kronecker (A B : Matrix n n ℂ) :
    swapOp n * (A ⊗ₖ B) = (B ⊗ₖ A) * swapOp n := by
  have hs : ∀ x y : n × n, x.swap = y ↔ x = y.swap := fun x y =>
    ⟨by rintro rfl; simp, by rintro rfl; simp⟩
  ext x y
  have h1 : (swapOp n * (A ⊗ₖ B)) x y = (A ⊗ₖ B) x.swap y := by
    simp [Matrix.mul_apply, swapOp]
  have h2 : ((B ⊗ₖ A) * swapOp n) x y = (B ⊗ₖ A) x y.swap := by
    simp [Matrix.mul_apply, swapOp, hs]
  rw [h1, h2]
  simp only [Matrix.kroneckerMap_apply, Prod.fst_swap, Prod.snd_swap]
  ring

/-- Multiplying the range of an orthogonal projector by a phase z is a unitary operation. -/
theorem phase_unitary {P : Matrix n n ℂ} (hs : star P = P) (hP : P * P = P)
    {z : ℂ} (hz : z * star z = 1) :
    1 + (z - 1) • P ∈ Matrix.unitaryGroup n ℂ := by
  rw [Matrix.mem_unitaryGroup_iff]
  simp only [star_add, star_smul, star_sub, star_one, hs, Matrix.add_mul, Matrix.mul_add,
    Matrix.one_mul, Matrix.mul_one, Matrix.smul_mul, Matrix.mul_smul, hP]
  linear_combination (norm := module) hz • P

/-- A collectively invariant operator commutes with P⊗1 + 1⊗P for every orthogonal
projector P. -/
theorem commute_collective_projector {M : Matrix (n × n) (n × n) ℂ}
    (hM : CollectivelyInvariant M) {P : Matrix n n ℂ} (hs : star P = P) (hP : P * P = P) :
    M * collective P = collective P * M := by
  have expand : ∀ w : ℂ, (1 + w • P) ⊗ₖ (1 + w • P)
      = 1 + w • collective P + (w ^ 2) • (P ⊗ₖ P) := by
    intro w
    simp only [collective, Matrix.add_kronecker, Matrix.kronecker_add, Matrix.smul_kronecker,
      Matrix.kronecker_smul, Matrix.one_kronecker_one]
    module
  have hI : star Complex.I = -Complex.I := Complex.conj_I
  -- the phases -1 and i separate the linear from the quadratic term
  have h1 := hM _ (phase_unitary hs hP (z := -1) (by simp))
  have h2 := hM _ (phase_unitary hs hP (z := Complex.I)
    (by rw [hI]; linear_combination -Complex.I_sq))
  have hw : (Complex.I - 1) ^ 2 = -2 * Complex.I := by linear_combination Complex.I_sq
  rw [expand] at h1 h2
  rw [hw] at h2
  simp only [Matrix.mul_add, Matrix.add_mul, Matrix.mul_smul, Matrix.smul_mul,
    Matrix.mul_one, Matrix.one_mul] at h1 h2
  linear_combination (norm := module) (-1 : ℂ) • h2 - (Complex.I / 2) • h1

/-- A collectively invariant operator commutes with every collective transition operator
built from |p⟩⟨q|. -/
theorem commute_collective_single {M : Matrix (n × n) (n × n) ℂ}
    (hM : CollectivelyInvariant M) (p q : n) :
    M * collective (Matrix.single p q 1) = collective (Matrix.single p q 1) * M := by
  have hs : ∀ a b : n, star (Matrix.single a b (1 : ℂ)) = Matrix.single b a 1 := by
    intro a b
    rw [Matrix.star_eq_conjTranspose, Matrix.conjTranspose_single, star_one]
  have hE : ∀ a b c d : n, Matrix.single a b (1 : ℂ) * Matrix.single c d 1
      = if b = c then Matrix.single a d 1 else 0 := by
    intro a b c d
    by_cases h : b = c
    · subst h; simp
    · simp [h]
  have hd : ∀ a : n, M * collective (Matrix.single a a 1)
      = collective (Matrix.single a a 1) * M := fun a =>
    commute_collective_projector hM (hs a a) (by simp [hE])
  by_cases hpq : p = q
  · subst hpq; exact hd p
  have hqp : ¬ q = p := fun h => hpq h.symm
  have h2 : star (1 / 2 : ℂ) = 1 / 2 := by simp
  -- projectors on equal-weight superpositions of the levels p and q
  have K : ∀ c : ℂ, c * star c = 1 →
      M * ((1 / 2 : ℂ) • (collective (Matrix.single p p 1) + collective (Matrix.single q q 1)
        + star c • collective (Matrix.single p q 1) + c • collective (Matrix.single q p 1)))
      = ((1 / 2 : ℂ) • (collective (Matrix.single p p 1) + collective (Matrix.single q q 1)
        + star c • collective (Matrix.single p q 1)
        + c • collective (Matrix.single q p 1))) * M := by
    intro c hc
    have h := commute_collective_projector hM
      (P := (1 / 2 : ℂ) • (Matrix.single p p 1 + Matrix.single q q 1
        + star c • Matrix.single p q 1 + c • Matrix.single q p 1))
      (by simp only [star_smul, star_add, star_star, hs, h2]; module)
      (by
        simp only [Matrix.smul_mul, Matrix.mul_smul, Matrix.mul_add, Matrix.add_mul, hE,
          if_neg hpq, if_neg hqp, ↓reduceIte]
        linear_combination (norm := module)
          hc • ((1 / 4 : ℂ) • (Matrix.single p p (1 : ℂ) + Matrix.single q q (1 : ℂ))))
    convert h using 2 <;>
    · simp only [collective, Matrix.add_kronecker, Matrix.kronecker_add,
        Matrix.smul_kronecker, Matrix.kronecker_smul]
      module
  have hI : star Complex.I = -Complex.I := Complex.conj_I
  have k1 := K 1 (by simp)
  have kI := K Complex.I (by rw [hI]; linear_combination -Complex.I_sq)
  have dp := hd p
  have dq := hd q
  simp only [star_one, hI, Matrix.mul_add, Matrix.add_mul, Matrix.mul_smul,
    Matrix.smul_mul] at k1 kI
  -- polarization isolates the transition operator
  linear_combination (norm := module) (1 : ℂ) • k1 + Complex.I • kI
    - ((1 + Complex.I) / 2) • dp - ((1 + Complex.I) / 2) • dq
    + Complex.I_sq • ((1 / 2 : ℂ) •
      ((M * collective (Matrix.single p q 1) - collective (Matrix.single p q 1) * M)
      - (M * collective (Matrix.single q p 1) - collective (Matrix.single q p 1) * M)))

/-- The matrix elements of a collectively invariant operator obey a linear relation for each
transition between levels p and q. -/
theorem entry_relation {M : Matrix (n × n) (n × n) ℂ}
    (hM : CollectivelyInvariant M) (p q i j k l : n) :
    (if q = k then M (i, j) (p, l) else 0) + (if q = l then M (i, j) (k, p) else 0)
      = (if p = i then M (q, j) (k, l) else 0) + (if p = j then M (i, q) (k, l) else 0) := by
  have h := congrFun (congrFun (commute_collective_single hM p q) (i, j)) (k, l)
  have hr : ∀ A : Matrix n n ℂ, (M * collective A) (i, j) (k, l)
      = ∑ a, M (i, j) (a, l) * A a k + ∑ a, M (i, j) (k, a) * A a l := by
    intro A
    rw [collective, Matrix.mul_add, Matrix.add_apply]
    congr 1
    · simp [Matrix.mul_apply, Fintype.sum_prod_type, Matrix.one_apply]
    · simp [Matrix.mul_apply, Fintype.sum_prod_type_right, Matrix.one_apply]
  have hl : ∀ A : Matrix n n ℂ, (collective A * M) (i, j) (k, l)
      = ∑ a, A i a * M (a, j) (k, l) + ∑ a, A j a * M (i, a) (k, l) := by
    intro A
    rw [collective, Matrix.add_mul, Matrix.add_apply]
    congr 1
    · simp [Matrix.mul_apply, Fintype.sum_prod_type, Matrix.one_apply]
    · simp [Matrix.mul_apply, Fintype.sum_prod_type_right, Matrix.one_apply]
  rw [hr, hl] at h
  simpa [Matrix.single_apply, ite_and] using h

/-- A matrix element of a collectively invariant operator vanishes unless the final pair of
levels is the initial pair, in the same or in exchanged order. -/
theorem entry_eq_zero {M : Matrix (n × n) (n × n) ℂ} (hM : CollectivelyInvariant M)
    {i j k l : n} (h1 : ¬ (i = k ∧ j = l)) (h2 : ¬ (j = k ∧ i = l)) :
    M (i, j) (k, l) = 0 := by
  -- the occupation number of each level q is conserved
  have W : ∀ q : n, ((if q = k then (1 : ℂ) else 0) + (if q = l then 1 else 0))
      * M (i, j) (k, l)
      = ((if q = i then (1 : ℂ) else 0) + (if q = j then 1 else 0)) * M (i, j) (k, l) := by
    intro q
    have h := entry_relation hM q q i j k l
    split_ifs at h ⊢ <;> subst_vars <;> linear_combination h
  by_cases hik : i = k
  · subst hik
    have hlj : ¬ l = j := fun h => h1 ⟨rfl, h.symm⟩
    have e := W l
    simp only [if_neg hlj, ↓reduceIte] at e
    linear_combination e
  by_cases hil : i = l
  · subst hil
    have hkj : ¬ k = j := fun h => h2 ⟨h.symm, rfl⟩
    have e := W k
    simp only [if_neg hkj, ↓reduceIte] at e
    linear_combination e
  have e := W i
  simp only [if_neg hik, if_neg hil, ↓reduceIte] at e
  split_ifs at e
  · linear_combination (-1 / 2 : ℂ) * e
  · linear_combination -e

/-- The commutant of the operators U⊗U (one half of Schur-Weyl duality for two copies):
an operator commutes with U⊗U for every unitary U
if and only if it is a linear combination of the identity and the swap. -/
theorem schurWeyl_two_copies (M : Matrix (n × n) (n × n) ℂ) :
    CollectivelyInvariant M ↔ ∃ a b : ℂ, M = a • 1 + b • swapOp n := by
  constructor
  · intro hM
    have H := entry_relation hM
    have r1 : ∀ i j : n, i ≠ j →
        M (i, j) (i, j) + M (i, j) (j, i) = M (j, j) (j, j) := by
      intro i j h
      simpa [h] using H i j i j j j
    have r2 : ∀ i j : n, i ≠ j →
        M (j, i) (i, j) + M (j, i) (j, i) = M (j, j) (j, j) := by
      intro i j h
      simpa [h] using H i j j i j j
    have r3 : ∀ i j : n, i ≠ j →
        M (i, i) (i, i) = M (j, i) (j, i) + M (i, j) (j, i) := by
      intro i j h
      simpa [h, h.symm] using H i j i i j i
    have r4 : ∀ i j q : n, i ≠ j → q ≠ j → M (i, j) (i, j) = M (q, j) (q, j) := by
      intro i j q h h'
      simpa [h, h'] using H i q i j q j
    have hCC : ∀ i j : n, M (i, i) (i, i) = M (j, j) (j, j) := by
      intro i j
      by_cases h : i = j
      · rw [h]
      · linear_combination r2 i j h - r1 j i (Ne.symm h)
    have hsym : ∀ i j : n, i ≠ j → M (i, j) (i, j) = M (j, i) (j, i) := by
      intro i j h
      linear_combination r1 i j h + r3 i j h - hCC i j
    -- the doubly occupied and the direct entries are constants
    obtain ⟨C, hC⟩ : ∃ C : ℂ, ∀ i : n, M (i, i) (i, i) = C := by
      rcases isEmpty_or_nonempty n with h | ⟨⟨o⟩⟩
      · exact ⟨0, fun i => h.elim i⟩
      · exact ⟨_, fun i => hCC i o⟩
    obtain ⟨a, ha⟩ : ∃ a : ℂ, ∀ i j : n, i ≠ j → M (i, j) (i, j) = a := by
      by_cases h : ∃ s t : n, s ≠ t
      · obtain ⟨s, t, hst⟩ := h
        refine ⟨M (s, t) (s, t), fun i j hij => ?_⟩
        by_cases hjs : j = s
        · subst hjs
          rw [hsym j t hst]
          exact r4 i j t hij hst.symm
        · rw [r4 i j s hij (Ne.symm hjs), hsym s j (Ne.symm hjs), hsym s t hst]
          exact r4 j s t hjs hst.symm
      · exact ⟨0, fun i j hij => absurd ⟨i, j, hij⟩ h⟩
    refine ⟨a, C - a, ?_⟩
    ext ⟨i, j⟩ ⟨k, l⟩
    simp only [Matrix.add_apply, Matrix.smul_apply, Matrix.one_apply, swapOp, Matrix.of_apply,
      Prod.swap_prod_mk, Prod.mk.injEq, smul_eq_mul]
    by_cases h1 : i = k ∧ j = l
    · by_cases h2 : j = k ∧ i = l
      · rw [if_pos h1, if_pos h2]
        obtain ⟨rfl, rfl⟩ := h1
        obtain ⟨h, -⟩ := h2
        subst h
        rw [hC]; ring
      · rw [if_pos h1, if_neg h2]
        obtain ⟨rfl, rfl⟩ := h1
        rw [ha i j (fun h => h2 ⟨h.symm, h⟩)]; ring
    · by_cases h2 : j = k ∧ i = l
      · rw [if_neg h1, if_pos h2]
        obtain ⟨rfl, rfl⟩ := h2
        have hij : i ≠ j := fun h => h1 ⟨h, h.symm⟩
        linear_combination r1 i j hij + hC j - ha i j hij
      · rw [entry_eq_zero hM h1 h2, if_neg h1, if_neg h2]; ring
  · rintro ⟨a, b, rfl⟩ U -
    simp only [Matrix.add_mul, Matrix.mul_add, Matrix.smul_mul, Matrix.mul_smul,
      Matrix.one_mul, Matrix.mul_one, swapOp_mul_kronecker]

/-- In dimension d, a collectively invariant operator M multiplied by d(d²-1) is an explicit
combination of the identity and the swap F, with coefficients d tr M - tr(MF) and
d tr(MF) - tr M respectively. -/
theorem invariant_from_traces {M : Matrix (n × n) (n × n) ℂ} (hM : CollectivelyInvariant M) :
    ((Fintype.card n : ℂ) * ((Fintype.card n : ℂ) ^ 2 - 1)) • M
      = ((Fintype.card n : ℂ) * M.trace - (M * swapOp n).trace) • 1
        + ((Fintype.card n : ℂ) * (M * swapOp n).trace - M.trace) • swapOp n := by
  obtain ⟨a, b, rfl⟩ := (schurWeyl_two_copies M).1 hM
  have hFF : swapOp n * swapOp n = 1 := by
    ext x y
    rw [Matrix.mul_apply, Finset.sum_eq_single x.swap]
    · simp [swapOp, Matrix.one_apply]
    · intro b _ hb
      simp [swapOp, hb.symm]
    · simp
  have hdiag : ∀ i j : n, swapOp n (i, j) (i, j) = if i = j then 1 else 0 := by
    intro i j
    by_cases h : i = j <;> simp [swapOp, h]
  have hF : (swapOp n).trace = (Fintype.card n : ℂ) := by
    simp only [Matrix.trace, Matrix.diag_apply, Fintype.sum_prod_type, hdiag,
      Finset.sum_ite_eq, Finset.mem_univ, ↓reduceIte, Finset.sum_const, Finset.card_univ,
      nsmul_eq_mul, mul_one]
  have h1 : (1 : Matrix (n × n) (n × n) ℂ).trace
      = (Fintype.card n : ℂ) * (Fintype.card n : ℂ) := by
    rw [Matrix.trace_one, Fintype.card_prod, Nat.cast_mul]
  -- both traces are linear in the two coefficients
  simp only [Matrix.add_mul, Matrix.smul_mul, Matrix.one_mul, hFF, Matrix.trace_add,
    Matrix.trace_smul, hF, h1, smul_eq_mul]
  module

end

end TwoCopySchurWeyl
```

```lean
#print axioms TwoCopySchurWeyl.schurWeyl_two_copies
#print axioms TwoCopySchurWeyl.invariant_from_traces
```

```
'TwoCopySchurWeyl.schurWeyl_two_copies' depends on axioms: [propext, Classical.choice, Quot.sound]
'TwoCopySchurWeyl.invariant_from_traces' depends on axioms: [propext, Classical.choice, Quot.sound]
```

## Notes on the proof

`swapOp_mul_kronecker` compares entries and supplies the easy direction. `phase_unitary` is the computation of UU†.

In `commute_collective_projector`, `expand` is the expansion of U⊗U, while `h1` and `h2` are the commutation relations for z = −1 and z = i. The closing `linear_combination` eliminates P⊗P; its option `norm := module` lets the scalar bookkeeping run on matrices.

`commute_collective_single` treats p = q first. For p ≠ q, `K` applies the projector lemma to the superposition with phase c, and the last step combines c = 1 and c = i, removing the diagonal terms with `dp` and `dq`.

`entry_relation` reads off one entry: `hr` and `hl` expand the products with G on the right and on the left. In `entry_eq_zero`, `W` is occupation conservation, and the case split chooses q as l, k or i, as above.

In the main theorem, `r1`, `r2` and `r3` are the three displayed relations in order, and `r4` changes the first index of D. `hCC` and `hsym` give the equality of the C_i and the symmetry of D. The proof then takes `C - a` as the coefficient of F and checks the entries according to whether (k,l) equals (i,j), (j,i), both or neither.

`invariant_from_traces` substitutes a·1 + b·F for M, computes F² and the two basic traces in `hFF`, `hF` and `h1`, and leaves the remaining linear identity to `module`.
